# When $(a+ib)\cdot\sigma$ is not diagonalisable, and when its eigenvalues are all real

For a complex vector $d=(d_0,d_1,d_2)$, write $d\cdot\sigma=d_0\sigma_x+d_1\sigma_y+d_2\sigma_z$ with the standard Pauli matrices, and $d\cdot d=d_0^2+d_1^2+d_2^2$ without complex conjugation. The Hamiltonian is $H=(a+ib)\cdot\sigma$ with $a,b\in\mathbb R^3$, and lengths are Euclidean, $|a|^2=a\cdot a$.

```lean
import Mathlib

open Matrix
open Complex (I)

namespace NonHermitianTwoBand

noncomputable section

/-- The two-band Hamiltonian `d · σ` of a complex field `d`, written out in the standard
basis of the Pauli matrices. -/
def pauliDot (d : Fin 3 → ℂ) : Matrix (Fin 2) (Fin 2) ℂ :=
  !![d 2, d 0 - I * d 1; d 0 + I * d 1, -d 2]

/-- The complex field `a + i b` with real part `a` and imaginary part `b`. -/
def complexField (a b : Fin 3 → ℝ) : Fin 3 → ℂ := fun i => (a i : ℂ) + I * (b i : ℂ)

/-- `E` is an eigenvalue of `M`: some nonzero vector `v` satisfies `M v = E v`. -/
def IsEnergy (M : Matrix (Fin 2) (Fin 2) ℂ) (E : ℂ) : Prop :=
  ∃ v : Fin 2 → ℂ, v ≠ 0 ∧ M *ᵥ v = E • v

/-- `M` is similar to a diagonal matrix over the complex numbers. -/
def Diagonalisable (M : Matrix (Fin 2) (Fin 2) ℂ) : Prop :=
  ∃ (P Q : Matrix (Fin 2) (Fin 2) ℂ) (D : Fin 2 → ℂ),
    P * Q = 1 ∧ M = P * Matrix.diagonal D * Q

/-- The two components of the eigenvalue equation `(d · σ) v = E v`. -/
theorem eigen_components {d : Fin 3 → ℂ} {v : Fin 2 → ℂ} {E : ℂ}
    (h : pauliDot d *ᵥ v = E • v) :
    d 2 * v 0 + (d 0 - I * d 1) * v 1 = E * v 0 ∧
      (d 0 + I * d 1) * v 0 - d 2 * v 1 = E * v 1 := by
  have h0 := congrFun h 0
  have h1 := congrFun h 1
  simp only [pauliDot, Matrix.mulVec, dotProduct, Fin.sum_univ_two, Pi.smul_apply,
    smul_eq_mul] at h0 h1
  change d 2 * v 0 + (d 0 - I * d 1) * v 1 = E * v 0 at h0
  change (d 0 + I * d 1) * v 0 + -d 2 * v 1 = E * v 1 at h1
  exact ⟨h0, by linear_combination h1⟩

/-- A field vanishes if the matrix entries of `d · σ` vanish. -/
theorem field_eq_zero {d : Fin 3 → ℂ} (hx : d 0 - I * d 1 = 0)
    (hy : d 0 + I * d 1 = 0) (hz : d 2 = 0) : d = 0 := by
  have h0 : d 0 = 0 := by linear_combination (hx + hy) / 2
  have h1 : d 1 = 0 := by
    linear_combination (-I / 2) * (hy - hx) + d 1 * Complex.I_sq
  funext i
  fin_cases i
  · exact h0
  · exact h1
  · exact hz

/-- The square of `d · σ` is the number `d · d` (without complex conjugation) times the
identity. -/
theorem pauliDot_sq (d : Fin 3 → ℂ) :
    pauliDot d * pauliDot d = (d ⬝ᵥ d) • (1 : Matrix (Fin 2) (Fin 2) ℂ) := by
  have hs : d ⬝ᵥ d = d 0 * d 0 + d 1 * d 1 + d 2 * d 2 := by
    simp [dotProduct, Fin.sum_univ_three]
  rw [hs, pauliDot, Matrix.mul_fin_two]
  ext i j
  fin_cases i <;> fin_cases j <;> simp <;>
    first
    | ring1
    | linear_combination (-(d 1) ^ 2) * Complex.I_sq

/-- The band energies of `d · σ` are exactly the square roots of `d · d`. -/
theorem isEnergy_iff (d : Fin 3 → ℂ) (E : ℂ) :
    IsEnergy (pauliDot d) E ↔ E ^ 2 = d ⬝ᵥ d := by
  have hs : d ⬝ᵥ d = d 0 * d 0 + d 1 * d 1 + d 2 * d 2 := by
    simp [dotProduct, Fin.sum_univ_three]
  -- the characteristic determinant
  have hdet : (pauliDot d - E • (1 : Matrix (Fin 2) (Fin 2) ℂ)).det = E ^ 2 - d ⬝ᵥ d := by
    rw [hs, Matrix.det_fin_two]
    simp [pauliDot]
    linear_combination (d 1) ^ 2 * Complex.I_sq
  have key : ∀ v : Fin 2 → ℂ, (pauliDot d - E • (1 : Matrix (Fin 2) (Fin 2) ℂ)) *ᵥ v
      = pauliDot d *ᵥ v - E • v := by
    intro v
    ext i
    fin_cases i <;>
      simp [Matrix.mulVec, dotProduct, Fin.sum_univ_two, Matrix.one_apply] <;> ring
  rw [← sub_eq_zero, ← hdet, ← Matrix.exists_mulVec_eq_zero_iff]
  constructor
  · rintro ⟨v, hv, h⟩
    exact ⟨v, hv, by rw [key, h, sub_self]⟩
  · rintro ⟨v, hv, h⟩
    exact ⟨v, hv, by rw [key] at h; exact sub_eq_zero.mp h⟩

/-- `d · σ` is diagonalisable exactly when the field vanishes or `d · d` is nonzero. -/
theorem diagonalisable_iff (d : Fin 3 → ℂ) :
    Diagonalisable (pauliDot d) ↔ d = 0 ∨ d ⬝ᵥ d ≠ 0 := by
  constructor
  · rintro ⟨P, Q, D, hPQ, hM⟩
    by_cases s : d ⬝ᵥ d = 0
    · left
      have hQP : Q * P = 1 := mul_eq_one_comm.mp hPQ
      -- the diagonal form squares to zero, hence vanishes
      have hDD : Matrix.diagonal D * Matrix.diagonal D = 0 := by
        calc Matrix.diagonal D * Matrix.diagonal D
            = (Q * P) * Matrix.diagonal D * (Q * P) * Matrix.diagonal D * (Q * P) := by
              rw [hQP]; simp
          _ = Q * (pauliDot d * pauliDot d) * P := by
              rw [hM]; simp only [Matrix.mul_assoc]
          _ = 0 := by rw [pauliDot_sq, s]; simp
      rw [Matrix.diagonal_mul_diagonal] at hDD
      have hD : D = fun _ => 0 := by
        funext i
        have h := congrFun (congrFun hDD i) i
        rw [Matrix.diagonal_apply_eq] at h
        exact mul_self_eq_zero.mp h
      have h0 : pauliDot d = 0 := by rw [hM, hD]; simp
      exact field_eq_zero (congrFun (congrFun h0 0) 1) (congrFun (congrFun h0 1) 0)
        (congrFun (congrFun h0 0) 0)
    · exact Or.inr s
  · rintro (rfl | s)
    · refine ⟨1, 1, fun _ => 0, by simp, ?_⟩
      ext i j
      fin_cases i <;> fin_cases j <;> simp [pauliDot]
    · obtain ⟨E, hE⟩ := IsAlgClosed.exists_pow_nat_eq (d ⬝ᵥ d) (n := 2) (by norm_num)
      have hE0 : E ≠ 0 := by
        rintro rfl
        exact s (by rw [← hE]; norm_num)
      obtain ⟨v, hv, hv'⟩ := (isEnergy_iff d E).mpr hE
      obtain ⟨w, hw, hw'⟩ := (isEnergy_iff d (-E)).mpr (by rw [neg_sq, hE])
      obtain ⟨v0, v1⟩ := eigen_components hv'
      obtain ⟨w0, w1⟩ := eigen_components hw'
      -- eigenvectors for the energies E and -E are linearly independent
      have hdet : (!![v 0, w 0; v 1, w 1]).det ≠ 0 := by
        rw [Matrix.det_fin_two_of]
        intro hd
        have key : ∀ i j : Fin 2, 2 * E * (v i * w j) = 0 := by
          simp only [Fin.forall_fin_two]
          refine ⟨⟨?_, ?_⟩, ⟨?_, ?_⟩⟩
          · linear_combination v 0 * w0 - w 0 * v0 - (d 0 - I * d 1) * hd
          · linear_combination v 1 * w0 - w 1 * v0 + (d 2 + E) * hd
          · linear_combination v 1 * w0 - w 1 * v0 + (d 2 - E) * hd
          · linear_combination v 1 * w1 - w 1 * v1 + (d 0 + I * d 1) * hd
        obtain ⟨i, hi⟩ := Function.ne_iff.mp hv
        obtain ⟨j, hj⟩ := Function.ne_iff.mp hw
        exact mul_ne_zero (mul_ne_zero two_ne_zero hE0) (mul_ne_zero hi hj) (key i j)
      have hPP := Matrix.mul_nonsing_inv _ (isUnit_iff_ne_zero.mpr hdet)
      have hDg : Matrix.diagonal ![E, -E] = !![E, 0; 0, -E] := by
        ext i j
        fin_cases i <;> fin_cases j <;> simp
      have hHP : pauliDot d * !![v 0, w 0; v 1, w 1]
          = !![v 0, w 0; v 1, w 1] * Matrix.diagonal ![E, -E] := by
        rw [hDg, pauliDot, Matrix.mul_fin_two, Matrix.mul_fin_two]
        ext i j
        fin_cases i <;> fin_cases j
        · change d 2 * v 0 + (d 0 - I * d 1) * v 1 = v 0 * E + w 0 * 0
          linear_combination v0
        · change d 2 * w 0 + (d 0 - I * d 1) * w 1 = v 0 * 0 + w 0 * -E
          linear_combination w0
        · change (d 0 + I * d 1) * v 0 + -d 2 * v 1 = v 1 * E + w 1 * 0
          linear_combination v1
        · change (d 0 + I * d 1) * w 0 + -d 2 * w 1 = v 1 * 0 + w 1 * -E
          linear_combination w1
      exact ⟨_, _, ![E, -E], hPP, by rw [← hHP, Matrix.mul_assoc, hPP, Matrix.mul_one]⟩

/-- If `d · σ` is not diagonalisable, any two of its eigenvectors are proportional. -/
theorem eigenvectors_coalesce {d : Fin 3 → ℂ} (h : ¬ Diagonalisable (pauliDot d))
    {v w : Fin 2 → ℂ} {E F : ℂ} (hv : v ≠ 0) (hvE : pauliDot d *ᵥ v = E • v)
    (hw : w ≠ 0) (hwF : pauliDot d *ᵥ w = F • w) : ∃ c : ℂ, c ≠ 0 ∧ w = c • v := by
  rw [diagonalisable_iff, not_or, not_not] at h
  obtain ⟨hd, s⟩ := h
  -- both energies vanish
  have hE : E = 0 := by
    have h2 := (isEnergy_iff d E).mp ⟨v, hv, hvE⟩
    rw [s] at h2
    exact pow_eq_zero_iff two_ne_zero |>.mp h2
  have hF : F = 0 := by
    have h2 := (isEnergy_iff d F).mp ⟨w, hw, hwF⟩
    rw [s] at h2
    exact pow_eq_zero_iff two_ne_zero |>.mp h2
  subst hE hF
  obtain ⟨v0, v1⟩ := eigen_components hvE
  obtain ⟨w0, w1⟩ := eigen_components hwF
  have hD : v 0 * w 1 - v 1 * w 0 = 0 := by
    by_contra hne
    refine hd (field_eq_zero ?_ ?_ ?_) <;> refine (mul_eq_zero.mp ?_).resolve_right hne
    · linear_combination v 0 * w0 - w 0 * v0
    · linear_combination w 1 * v1 - v 1 * w1
    · linear_combination w 1 * v0 - v 1 * w0
  have par : ∀ i j : Fin 2, w j * v i = w i * v j := by
    simp only [Fin.forall_fin_two]
    refine ⟨⟨trivial, ?_⟩, ⟨?_, trivial⟩⟩
    · linear_combination hD
    · linear_combination -hD
  obtain ⟨i, hi⟩ := Function.ne_iff.mp hv
  have hi' : v i ≠ 0 := hi
  have hwc : w = (w i / v i) • v := by
    funext j
    rw [Pi.smul_apply, smul_eq_mul, div_mul_eq_mul_div, eq_div_iff hi']
    exact par i j
  refine ⟨w i / v i, fun hc => hw ?_, hwc⟩
  rw [hc, zero_smul] at hwc
  exact hwc

/-- For the field `a + i b`, the number `d · d` has real part `a · a - b · b` and imaginary
part `2 a · b`. -/
theorem complexField_sq (a b : Fin 3 → ℝ) :
    complexField a b ⬝ᵥ complexField a b = (⟨a ⬝ᵥ a - b ⬝ᵥ b, 2 * (a ⬝ᵥ b)⟩ : ℂ) := by
  apply Complex.ext <;> simp [complexField, dotProduct, Fin.sum_univ_three] <;> ring

/-- `(a + i b) · σ` fails to be diagonalisable exactly when `a` is nonzero and `a`, `b` are
orthogonal vectors of equal length. -/
theorem not_diagonalisable_iff (a b : Fin 3 → ℝ) :
    ¬ Diagonalisable (pauliDot (complexField a b)) ↔
      a ≠ 0 ∧ a ⬝ᵥ a = b ⬝ᵥ b ∧ a ⬝ᵥ b = 0 := by
  rw [diagonalisable_iff, complexField_sq, not_or, not_not]
  constructor
  · rintro ⟨hd, hz⟩
    have hr : a ⬝ᵥ a - b ⬝ᵥ b = 0 := congrArg Complex.re hz
    have hi : 2 * (a ⬝ᵥ b) = 0 := congrArg Complex.im hz
    refine ⟨?_, by linarith, by linarith⟩
    -- if a vanished, so would b, and with it the whole field
    rintro rfl
    have hb : b = 0 := dotProduct_self_eq_zero.mp (by simpa using hr)
    apply hd
    funext i
    simp [complexField, hb]
  · rintro ⟨ha, hl, ho⟩
    refine ⟨fun h => ha ?_, Complex.ext ?_ ?_⟩
    · funext i
      have h' := congrArg Complex.re (congrFun h i)
      simpa [complexField] using h'
    · change a ⬝ᵥ a - b ⬝ᵥ b = 0
      linarith
    · change 2 * (a ⬝ᵥ b) = 0
      linarith

/-- All eigenvalues of `(a + i b) · σ` are real exactly when `a` and `b` are orthogonal and
`a` is at least as long as `b`. -/
theorem real_spectrum_iff (a b : Fin 3 → ℝ) :
    (∀ E : ℂ, IsEnergy (pauliDot (complexField a b)) E → E.im = 0) ↔
      a ⬝ᵥ b = 0 ∧ b ⬝ᵥ b ≤ a ⬝ᵥ a := by
  simp only [isEnergy_iff, complexField_sq]
  -- real and imaginary parts of the dispersion relation
  have parts : ∀ E : ℂ, E ^ 2 = (⟨a ⬝ᵥ a - b ⬝ᵥ b, 2 * (a ⬝ᵥ b)⟩ : ℂ) →
      E.re * E.re - E.im * E.im = a ⬝ᵥ a - b ⬝ᵥ b ∧
        E.re * E.im + E.im * E.re = 2 * (a ⬝ᵥ b) := by
    intro E hE
    rw [pow_two] at hE
    exact ⟨by rw [← Complex.mul_re, hE], by rw [← Complex.mul_im, hE]⟩
  constructor
  · intro h
    obtain ⟨E, hE⟩ := IsAlgClosed.exists_pow_nat_eq
      (⟨a ⬝ᵥ a - b ⬝ᵥ b, 2 * (a ⬝ᵥ b)⟩ : ℂ) (n := 2) (by norm_num)
    obtain ⟨hr, hi⟩ := parts E hE
    rw [h E hE] at hr hi
    exact ⟨by linarith, by nlinarith [mul_self_nonneg E.re]⟩
  · rintro ⟨ho, hl⟩ E hE
    obtain ⟨hr, hi⟩ := parts E hE
    by_contra hne
    have hre : E.re = 0 := by
      have h0 : E.re * E.im = 0 := by linarith
      exact (mul_eq_zero.mp h0).resolve_right hne
    rw [hre] at hr
    have hpos : 0 < E.im * E.im := mul_self_pos.mpr hne
    linarith

/-- `(a + i b) · σ` is diagonalisable with only real eigenvalues exactly when it has
`a = b = 0`, or `a` and `b` are orthogonal and `a` is strictly longer than `b`. -/
theorem diagonalisable_real_iff (a b : Fin 3 → ℝ) :
    (Diagonalisable (pauliDot (complexField a b)) ∧
      ∀ E : ℂ, IsEnergy (pauliDot (complexField a b)) E → E.im = 0) ↔
      (a = 0 ∧ b = 0) ∨ (a ⬝ᵥ b = 0 ∧ b ⬝ᵥ b < a ⬝ᵥ a) := by
  rw [real_spectrum_iff]
  constructor
  · rintro ⟨hD, ho, hl⟩
    rcases lt_or_eq_of_le hl with hlt | heq
    · exact Or.inr ⟨ho, hlt⟩
    · -- for orthogonal a and b, equal lengths allow diagonalisability only at zero field
      have ha : a = 0 := by
        by_contra ha
        exact (not_diagonalisable_iff a b).mpr ⟨ha, heq.symm, ho⟩ hD
      exact Or.inl ⟨ha, dotProduct_self_eq_zero.mp (by rw [heq, ha]; simp)⟩
  · rintro (⟨rfl, rfl⟩ | ⟨ho, hl⟩)
    · exact ⟨not_not.mp fun h => ((not_diagonalisable_iff _ _).mp h).1 rfl,
        by simp, le_rfl⟩
    · exact ⟨not_not.mp fun h => hl.ne' ((not_diagonalisable_iff _ _).mp h).2.1,
        ho, hl.le⟩

end

end NonHermitianTwoBand
```

```lean
#print axioms NonHermitianTwoBand.eigenvectors_coalesce
#print axioms NonHermitianTwoBand.diagonalisable_real_iff
```

```
'NonHermitianTwoBand.eigenvectors_coalesce' depends on axioms: [propext, Classical.choice, Quot.sound]
'NonHermitianTwoBand.diagonalisable_real_iff' depends on axioms: [propext, Classical.choice, Quot.sound]
```

## Two criteria in terms of $a$ and $b$

The theorem `not_diagonalisable_iff` says that $H$ fails to be diagonalisable exactly when $a\neq0$, $a\cdot a=b\cdot b$ and $a\cdot b=0$. The theorem `real_spectrum_iff` says that every eigenvalue of $H$ is real exactly when $a\cdot b=0$ and $b\cdot b\le a\cdot a$. The two are combined in `diagonalisable_real_iff`: $H$ is diagonalisable with only real eigenvalues exactly when $a=b=0$, or $a\cdot b=0$ and $b\cdot b<a\cdot a$.

The definitions translate as follows.

- `pauliDot d` is the explicit matrix
$$d\cdot\sigma=\begin{pmatrix} d_2 & d_0-i d_1\\ d_0+i d_1 & -d_2\end{pmatrix}.$$
- `complexField a b` is $d=a+ib$.
- `IsEnergy M E` means that $Mv=Ev$ for some nonzero $v$. These are right eigenvectors, and they need not be normalised.
- `Diagonalisable M` means $M=PDQ$ with $D$ diagonal and $PQ=1$. The matrix $P$ need not be unitary, so this is similarity to a diagonal matrix, not diagonalisation in an orthonormal basis.

Lengths are compared through the dot product `⬝ᵥ` because Mathlib's norm on `Fin 3 → ℝ` is the largest absolute component. With that norm the criterion would be false: $a=(1,1,0)$ and $b=(0,0,1)$ are orthogonal and both have largest component 1, yet $d\cdot d=2-1=1$ and $H$ is diagonalisable.

## Exceptional points of a two-band model

The matrix $a\cdot\sigma$ is the Hermitian part of $H$, and $ib\cdot\sigma$ is the anti-Hermitian part. Its component $ib_2\sigma_z$ can represent gain in one basis state and equal loss in the other; the components along $\sigma_x$ and $\sigma_y$ change the coupling between the two states. A parameter value at which $H$ is not diagonalisable is an exceptional point. The simplest example is $a=(1,0,0)$, $b=(0,1,0)$, for which
$$H=\sigma_x+i\sigma_y=\begin{pmatrix}0&2\\0&0\end{pmatrix}.$$
Its only eigenvalue is 0, and its eigenvectors are the nonzero multiples of $(1,0)$.

For a non-interacting two-band model without an identity term, the criteria locate the parameters at which an expansion in eigenvectors breaks down, and those at which the energies are real. They apply to one matrix at a time, for instance at one crystal momentum; Berry phases and the dependence on momentum do not enter. An added term $h_0 1$ would leave diagonalisability unchanged but would shift both energies by $h_0$, so the reality criterion does not carry over when $h_0$ is not real.

Each condition for non-diagonalisability is needed:

- Without $a\neq0$, the choice $a=b=0$ satisfies the other two, but the zero matrix is diagonal.
- Without orthogonality, $a=b=(1,0,0)$ gives $(1+i)\sigma_x$, which is diagonalisable.
- Without equal lengths, $a=(1,0,0)$, $b=0$ gives $\sigma_x$, which is diagonalisable.

## The energies are the square roots of $d\cdot d$

Multiplying out $(d\cdot\sigma)^2$, both diagonal entries are
$$d_2^2+(d_0-id_1)(d_0+id_1)=d_0^2+d_1^2+d_2^2,$$
and the off-diagonal entries cancel. Hence $(d\cdot\sigma)^2=(d\cdot d)\,1$, which is `pauliDot_sq`. The characteristic determinant is
$$\det(d\cdot\sigma-E)=(d_2-E)(-d_2-E)-(d_0^2+d_1^2)=E^2-d\cdot d.$$
A nonzero $v$ with $(d\cdot\sigma-E)v=0$ exists exactly when this determinant vanishes, so $E$ is an energy if and only if $E^2=d\cdot d$. The lemma `isEnergy_iff` follows the same route.

Conjugating one factor of $d$ here would give $|a|^2+|b|^2$, which is never negative and vanishes only at zero field; the exceptional points would disappear from the calculation.

## Diagonalisability for a complex field

The lemma `diagonalisable_iff` states that $d\cdot\sigma$ is diagonalisable if and only if $d=0$ or $d\cdot d\neq0$.

Suppose first that $d\cdot\sigma=PDQ$ and $d\cdot d=0$. For square matrices $PQ=1$ implies $QP=1$, so
$$D^2=Q(d\cdot\sigma)^2P=0.$$
A diagonal matrix whose square is zero is itself zero, hence $d\cdot\sigma=0$. Its entries give $d_2=0$ and $d_0\pm id_1=0$; adding and subtracting the last two gives $d_0=d_1=0$. This last step is `field_eq_zero`.

Conversely, the zero matrix is already diagonal. If $d\cdot d\neq0$, choose $E$ with $E^2=d\cdot d$. Then $E\neq0$, and there are eigenvectors $v$ for $E$ and $w$ for $-E$. If $\alpha v+\beta w=0$, applying $d\cdot\sigma$ and dividing by $E$ gives $\alpha v-\beta w=0$, so $\alpha=\beta=0$. The matrix $P$ with columns $v,w$ is therefore invertible, and $(d\cdot\sigma)P=P\,\mathrm{diag}(E,-E)$.

The Lean proof expresses independence through the determinant of $P$. If it were zero, the component equations from `eigen_components` would force $2Ev_iw_j=0$ for all $i,j$, although $E$, some $v_i$ and some $w_j$ are nonzero. The `linear_combination` steps carry out this elimination.

When diagonalisation fails, $d\neq0$ and $d\cdot d=0$, so every energy is zero. Take two eigenvectors $v,w$. If $v_0w_1-v_1w_0$ were nonzero, they would span the space and $d\cdot\sigma$ would vanish, contradicting $d\neq0$. They are therefore proportional, as `eigenvectors_coalesce` states.

## From $d\cdot d$ to lengths and angles

For $d=a+ib$, expansion gives `complexField_sq`:
$$d\cdot d=(a\cdot a-b\cdot b)+2i\,a\cdot b.$$
So $d\cdot d=0$ means equal lengths and orthogonality. Given these, $d\neq0$ is equivalent to $a\neq0$: if $a=0$, then $b\cdot b=0$, hence $b=0$ and $d=0$; if $a\neq0$, the real part of $d$ is nonzero. This proves the first criterion.

For the second, write $E=x+iy$ with $x,y$ real. The equation $E^2=d\cdot d$ becomes
$$x^2-y^2=a\cdot a-b\cdot b,\qquad xy=a\cdot b.$$
Some energy exists because every complex number has a square root. If all energies are real, then $y=0$, so $a\cdot b=0$ and $a\cdot a-b\cdot b=x^2\ge0$. Conversely, let $a\cdot b=0$ and $b\cdot b\le a\cdot a$. If $y\neq0$, then $x=0$ and $-y^2=a\cdot a-b\cdot b\ge0$, a contradiction.

The combined theorem splits $b\cdot b\le a\cdot a$ into two cases. Strict inequality excludes an exceptional point. With equality and $a\cdot b=0$, the first criterion makes $H$ non-diagonalisable unless $a=0$, and then $b=0$ as well.
